# Below the doubles spectrum, the folded ADC(2) matrix counts the roots of the full one

## Has the eigensolver skipped a state?

An iterative eigensolver applied to an ADC(2) matrix returns a few excitation energies below some energy $w$. Each can be checked by its residual, but small residuals do not show that the list is complete: a state with little overlap with the starting vectors may be absent.

The matrix couples single excitations to a much larger set of doubles. Eliminating the doubles from the eigenvalue equation at $w$, with $w$ subtracted on the diagonal, leaves a matrix of singles size. If $w$ lies below every eigenvalue of the doubles block, the number of negative eigenvalues of this small matrix is the number of roots to expect below $w$.

## The two root counts

Let $A$ be the singles block, $D$ the doubles block and $C$ the coupling, with

$$H=\begin{pmatrix}A&C\\C^\dagger&D\end{pmatrix},\qquad F(w)=A-w-C(D-w)^{-1}C^\dagger .$$

Assume that $H$ is Hermitian, $w$ is real and $D-w$ is positive definite. Then the number of eigenvalues of $H$ below $w$ equals the number of negative eigenvalues of $F(w)$, both with multiplicity.

In strict ADC(2) with canonical orbitals, $D$ is diagonal and holds the orbital-energy differences of the double excitations, so the condition on $w$ can be read off. Invertibility of $D-w$ would not be enough: if $C=0$ and $D$ has an eigenvalue below $w$, that root of $H$ leaves no trace in $F(w)$.

## Eliminating the doubles

For singles amplitudes $x$ and doubles amplitudes $y$, the eigenvalue equation at $w$ reads

$$(A-w)x+Cy=0,\qquad C^\dagger x+(D-w)y=0 .$$

The second equation gives $y=-Kx$ with $K=(D-w)^{-1}C^\dagger$, and the first then becomes $F(w)x=0$. Conversely, these two relations restore both equations. This locates a root at $w$; counting those below $w$ needs quadratic forms.

## Completing the square

Since $K^\dagger(D-w)=C$,

$$(y+Kx)^\dagger(D-w)(y+Kx)=y^\dagger(D-w)y+y^\dagger C^\dagger x+x^\dagger Cy+x^\dagger C(D-w)^{-1}C^\dagger x .$$

The full form, with $z=(x,y)$, is

$$z^\dagger(H-w)z=x^\dagger(A-w)x+x^\dagger Cy+y^\dagger C^\dagger x+y^\dagger(D-w)y .$$

Substituting the first identity into the second gives

$$z^\dagger(H-w)z=x^\dagger F(w)x+(y+Kx)^\dagger(D-w)(y+Kx),$$

where the last term is nonnegative.

## Comparing two spectra

Let $M$ and $N$ be Hermitian with eigenvalues $\mu_i$ and $\nu_j$, let $a$ and $b$ be real, and let $T$ be a linear map such that $x^\dagger(M-a)x<0$ implies $(Tx)^\dagger(N-b)(Tx)<0$. Then $M$ has at most as many eigenvalues below $a$ as $N$ has below $b$.

To see this, take a nonzero combination $x$ of orthonormal eigenvectors of $M$ with $\mu_i<a$, with amplitudes $c_i$. Then

$$x^\dagger(M-a)x=\sum_{\mu_i<a}(\mu_i-a)|c_i|^2<0,$$

so the form of $N-b$ at $Tx$ is negative too. Let $d_j$ be the amplitudes of $Tx$ in an orthonormal eigenbasis of $N$. If $d_j$ vanished whenever $\nu_j<b$, that form would be $\sum_{\nu_j\ge b}(\nu_j-b)|d_j|^2\ge0$, a contradiction. Hence the linear map from the low amplitudes $c_i$ to the low amplitudes $d_j$ is injective, and the dimensions obey the claimed inequality.

Two choices of $T$ finish the count:

- The projection $(x,y)\mapsto x$ turns a negative full form into a negative folded form, because a nonnegative term is removed. So $H$ has at most as many roots below $w$ as $F(w)$ has below zero.
- The lift $x\mapsto(x,-Kx)$ makes the square vanish and keeps the form unchanged. This gives the reverse inequality.

If the roots found below $w$ are at least as many as the negative eigenvalues of $F(w)$, they therefore exhaust the roots below $w$. There can also be no more such roots than singles.

## Reading the Lean statement

The finite types `m` and `n` label singles and doubles, and `m ⊕ n` labels the full space. `fullMatrix A C D` is $H$, `shifted D w` is $D-w$, and `folded A C D w` is $F(w)$. The hypothesis `hH` says that $H$ is Hermitian, and `hD : (shifted D w).PosDef` is the condition on the doubles.

`rootsBelow` counts eigenvalue indices, which includes multiplicity. Its inequality is strict, so a root exactly at $w$ is not counted. The main theorem, `rootsBelow_eq_folded`, compares the threshold `w` for $H$ with the threshold `0` for $F(w)$.

In `no_root_missed`, `found` is a set of eigenvalue indices. A degenerate level has one index per independent state, and finding the same state twice adds nothing.

Apart from `hH` and `hD`, the counting theorems assume nothing about the finite complex blocks; the ADC(2) expressions for their entries are not derived. Rounding and incomplete convergence are not modelled either.

```lean
import Mathlib

open Matrix
open scoped ComplexOrder

namespace FoldedADC

noncomputable section

variable {m n : Type*} [Fintype m] [Fintype n] [DecidableEq m] [DecidableEq n]

/-- The full matrix with singles block `A`, doubles block `D` and coupling `C`. -/
def fullMatrix (A : Matrix m m ℂ) (C : Matrix m n ℂ) (D : Matrix n n ℂ) :
    Matrix (m ⊕ n) (m ⊕ n) ℂ := fromBlocks A C Cᴴ D

/-- The matrix `M - w`, with energies measured from the real number `w`. -/
def shifted (M : Matrix n n ℂ) (w : ℝ) : Matrix n n ℂ := M - (w : ℂ) • 1

/-- The singles-sized folded matrix `A - w - C (D - w)⁻¹ C†`, meant for `w` at which
`D - w` is invertible. -/
def folded (A : Matrix m m ℂ) (C : Matrix m n ℂ) (D : Matrix n n ℂ) (w : ℝ) :
    Matrix m m ℂ := shifted A w - C * (shifted D w)⁻¹ * Cᴴ

/-- The number of eigenvalues of a Hermitian matrix below `w`, with multiplicity. -/
def rootsBelow {M : Matrix n n ℂ} (hM : M.IsHermitian) (w : ℝ) : ℕ :=
  (Finset.univ.filter fun i => hM.eigenvalues i < w).card

/-- The real part of the quadratic form `⟨x, (M - w) x⟩`; `x` need not be normalised. -/
def shiftedForm (M : Matrix n n ℂ) (w : ℝ) (x : n → ℂ) : ℝ :=
  (star x ⬝ᵥ (shifted M w *ᵥ x)).re

omit [Fintype m] [Fintype n] in
/-- Shifting the full matrix by `w` shifts its two diagonal blocks and leaves the coupling. -/
theorem shifted_fullMatrix (A : Matrix m m ℂ) (C : Matrix m n ℂ) (D : Matrix n n ℂ) (w : ℝ) :
    shifted (fullMatrix A C D) w = fromBlocks (shifted A w) C Cᴴ (shifted D w) := by
  ext (i | i) (j | j) <;> simp [shifted, fullMatrix, Matrix.one_apply]

omit [Fintype m] in
/-- If the full matrix is Hermitian, so is the folded matrix at every real `w`. -/
theorem folded_isHermitian {A : Matrix m m ℂ} {C : Matrix m n ℂ} {D : Matrix n n ℂ}
    (hH : (fullMatrix A C D).IsHermitian) (w : ℝ) : (folded A C D w).IsHermitian := by
  obtain ⟨hA, -, -, hD⟩ := isHermitian_fromBlocks_iff.1 hH
  have hA' : (shifted A w).IsHermitian :=
    hA.sub (by simp [Matrix.IsHermitian, conjTranspose_smul])
  have hD' : (shifted D w).IsHermitian :=
    hD.sub (by simp [Matrix.IsHermitian, conjTranspose_smul])
  exact hA'.sub (isHermitian_mul_mul_conjTranspose C hD'.inv)

/-- Folding: if `D - w` is invertible, `(x, y)` solves the full eigenvalue equation at `w`
exactly when the folded matrix annihilates `x` and `y = -(D - w)⁻¹ C† x`. -/
theorem folded_eigenproblem (A : Matrix m m ℂ) (C : Matrix m n ℂ) {D : Matrix n n ℂ} {w : ℝ}
    (hD : IsUnit (shifted D w)) (x : m → ℂ) (y : n → ℂ) :
    fullMatrix A C D *ᵥ Sum.elim x y = (w : ℂ) • Sum.elim x y ↔
      folded A C D w *ᵥ x = 0 ∧ y = -(((shifted D w)⁻¹ * Cᴴ) *ᵥ x) := by
  have hdet := (isUnit_iff_isUnit_det _).1 hD
  have h1 : fullMatrix A C D *ᵥ Sum.elim x y = (w : ℂ) • Sum.elim x y ↔
      shifted (fullMatrix A C D) w *ᵥ Sum.elim x y = 0 := by
    rw [shifted, sub_mulVec, smul_mulVec, one_mulVec, sub_eq_zero]
  have hf : folded A C D w *ᵥ x =
      shifted A w *ᵥ x + C *ᵥ (-(((shifted D w)⁻¹ * Cᴴ) *ᵥ x)) := by
    rw [folded, sub_mulVec, mulVec_neg, mulVec_mulVec, Matrix.mul_assoc, sub_eq_add_neg]
  rw [h1, shifted_fullMatrix, fromBlocks_mulVec, Sum.elim_comp_inl, Sum.elim_comp_inr]
  constructor
  · intro h
    have hu : shifted A w *ᵥ x + C *ᵥ y = 0 := funext fun i => congrFun h (Sum.inl i)
    have hv : Cᴴ *ᵥ x + shifted D w *ᵥ y = 0 := funext fun i => congrFun h (Sum.inr i)
    -- solve the doubles equation for `y`
    have hy : y = -(((shifted D w)⁻¹ * Cᴴ) *ᵥ x) := by
      have h2 := congrArg (fun v => (shifted D w)⁻¹ *ᵥ v) hv
      simp only [mulVec_add, mulVec_mulVec, nonsing_inv_mul _ hdet, one_mulVec,
        mulVec_zero] at h2
      exact eq_neg_of_add_eq_zero_right h2
    exact ⟨by rw [hf, ← hy]; exact hu, hy⟩
  · rintro ⟨hx, rfl⟩
    have hv : Cᴴ *ᵥ x + shifted D w *ᵥ (-(((shifted D w)⁻¹ * Cᴴ) *ᵥ x)) = 0 := by
      rw [mulVec_neg, mulVec_mulVec, ← Matrix.mul_assoc, mul_nonsing_inv _ hdet,
        Matrix.one_mul, add_neg_cancel]
    rw [hf] at hx
    funext i
    rcases i with i | i
    · exact congrFun hx i
    · exact congrFun hv i

/-- For Hermitian `M` there is a unitary change of basis in which `⟨x, (M - w) x⟩` is the sum
of the squared amplitudes of `x`, weighted by the eigenvalues minus `w`. -/
theorem shiftedForm_eq_sum {M : Matrix n n ℂ} (hM : M.IsHermitian) :
    ∃ U : Matrix n n ℂ, Uᴴ * U = 1 ∧ ∀ (w : ℝ) (x : n → ℂ), shiftedForm M w x =
      ∑ i, (hM.eigenvalues i - w) * Complex.normSq ((Uᴴ *ᵥ x) i) := by
  obtain ⟨U, hU, hs⟩ : ∃ U : Matrix n n ℂ, Uᴴ * U = 1 ∧
      M = U * diagonal (fun i => (hM.eigenvalues i : ℂ)) * Uᴴ := by
    refine ⟨hM.eigenvectorUnitary, Unitary.coe_star_mul_self hM.eigenvectorUnitary, ?_⟩
    have h := hM.spectral_theorem
    rw [Unitary.conjStarAlgAut_apply] at h
    exact h
  refine ⟨U, hU, fun w x => ?_⟩
  have hd : diagonal (fun i => ((hM.eigenvalues i - w : ℝ) : ℂ)) =
      diagonal (fun i => (hM.eigenvalues i : ℂ)) - (w : ℂ) • (1 : Matrix n n ℂ) := by
    ext i j
    by_cases h : i = j
    · subst h; simp
    · simp [h]
  have hw : shifted M w =
      U * diagonal (fun i => ((hM.eigenvalues i - w : ℝ) : ℂ)) * Uᴴ := by
    rw [hd, Matrix.mul_sub, Matrix.sub_mul, ← hs, Matrix.mul_smul, Matrix.mul_one,
      Matrix.smul_mul, mul_eq_one_comm.mp hU, shifted]
  have hx : star x ᵥ* U = star (Uᴴ *ᵥ x) := by
    rw [star_mulVec, conjTranspose_conjTranspose]
  rw [shiftedForm, hw, ← mulVec_mulVec, ← mulVec_mulVec, dotProduct_mulVec, hx]
  generalize Uᴴ *ᵥ x = y
  simp only [dotProduct, mulVec_diagonal, Pi.star_apply, Complex.re_sum]
  refine Finset.sum_congr rfl fun i _ => ?_
  simp [Complex.normSq_apply]
  ring

/-- If a linear map takes every vector with `⟨x, (M - a) x⟩ < 0` to one with
`⟨Tx, (N - b) Tx⟩ < 0`, for Hermitian `M` and `N`, then `M` has at most as many eigenvalues
below `a` as `N` has below `b`. -/
theorem rootsBelow_le {M : Matrix m m ℂ} {N : Matrix n n ℂ} (hM : M.IsHermitian)
    (hN : N.IsHermitian) (a b : ℝ) (T : (m → ℂ) →ₗ[ℂ] (n → ℂ))
    (hT : ∀ x, shiftedForm M a x < 0 → shiftedForm N b (T x) < 0) :
    rootsBelow hM a ≤ rootsBelow hN b := by
  obtain ⟨U, hU, hUq⟩ := shiftedForm_eq_sum hM
  obtain ⟨V, -, hVq⟩ := shiftedForm_eq_sum hN
  -- extend amplitudes on the low eigenvectors of `M` by zero
  obtain ⟨E, hE, hE0⟩ : ∃ E : ({i // hM.eigenvalues i < a} → ℂ) →ₗ[ℂ] (m → ℂ),
      (∀ c k, E c k.1 = c k) ∧ ∀ c i, ¬ hM.eigenvalues i < a → E c i = 0 := by
    refine ⟨{ toFun := fun c i => if h : hM.eigenvalues i < a then c ⟨i, h⟩ else 0
              map_add' := ?_
              map_smul' := ?_ }, fun c k => dif_pos k.2, fun c i h => dif_neg h⟩
    · intro c d
      ext i
      by_cases h : hM.eigenvalues i < a <;> simp [h]
    · intro r c
      ext i
      by_cases h : hM.eigenvalues i < a <;> simp [h]
  -- map them to the amplitudes on the low eigenvectors of `N`
  let F : ({i // hM.eigenvalues i < a} → ℂ) →ₗ[ℂ] ({j // hN.eigenvalues j < b} → ℂ) :=
    LinearMap.funLeft ℂ ℂ Subtype.val ∘ₗ Vᴴ.mulVecLin ∘ₗ T ∘ₗ U.mulVecLin ∘ₗ E
  have hF : Function.Injective F := by
    refine (injective_iff_map_eq_zero F).2 fun c hc => ?_
    by_contra hne
    obtain ⟨k, hk⟩ := Function.ne_iff.mp hne
    have h1 : shiftedForm M a (U *ᵥ E c) < 0 := by
      rw [hUq, mulVec_mulVec, hU, one_mulVec]
      calc _ < ∑ _i : m, (0 : ℝ) := by
            refine Finset.sum_lt_sum (fun i _ => ?_) ⟨k.1, Finset.mem_univ _, ?_⟩
            · by_cases h : hM.eigenvalues i < a
              · exact mul_nonpos_of_nonpos_of_nonneg (by linarith) (Complex.normSq_nonneg _)
              · simp [hE0 c i h]
            · rw [hE]
              exact mul_neg_of_neg_of_pos (sub_neg.2 k.2) (Complex.normSq_pos.2 hk)
        _ = 0 := by simp
    have h2 := hT _ h1
    rw [hVq] at h2
    refine not_le_of_gt h2 (Finset.sum_nonneg fun j _ => ?_)
    by_cases h : hN.eigenvalues j < b
    · have h3 : (Vᴴ *ᵥ T (U *ᵥ E c)) j = 0 := congrFun hc ⟨j, h⟩
      simp [h3]
    · exact mul_nonneg (by linarith) (Complex.normSq_nonneg _)
  have hle := LinearMap.finrank_le_finrank_of_injective hF
  simpa [rootsBelow, Module.finrank_fintype_fun_eq_card, Fintype.card_subtype] using hle

/-- Completing the square: for `D - w` positive definite, the full form at `(x, y)` is the
folded form at `x` plus the doubles form at `(D - w)⁻¹ C† x + y`. -/
theorem shiftedForm_fullMatrix (A : Matrix m m ℂ) (C : Matrix m n ℂ) {D : Matrix n n ℂ}
    {w : ℝ} (hD : (shifted D w).PosDef) (x : m → ℂ) (y : n → ℂ) :
    shiftedForm (fullMatrix A C D) w (Sum.elim x y) = shiftedForm (folded A C D w) 0 x +
      shiftedForm D w (((shifted D w)⁻¹ * Cᴴ) *ᵥ x + y) := by
  let := hD.isUnit.invertible
  have h := schur_complement_eq₂₂ (shifted A w) C x y hD.isHermitian
  have h0 : shifted (folded A C D w) 0 = folded A C D w := by simp [shifted]
  simp only [shiftedForm, shifted_fullMatrix, h0, dotProduct_mulVec]

  rw [h, Complex.add_re, add_comm]
  rfl

/-- Root counting: for a Hermitian full matrix and `D - w` positive definite, the number of its
eigenvalues below `w` equals the number of negative eigenvalues of the folded matrix at `w`,
both with multiplicity. -/
theorem rootsBelow_eq_folded {A : Matrix m m ℂ} {C : Matrix m n ℂ} {D : Matrix n n ℂ}
    (hH : (fullMatrix A C D).IsHermitian) {w : ℝ} (hD : (shifted D w).PosDef) :
    rootsBelow hH w = rootsBelow (folded_isHermitian hH w) 0 := by
  apply le_antisymm
  · -- project onto the singles: the form can only decrease
    refine rootsBelow_le hH _ w 0 (LinearMap.funLeft ℂ ℂ Sum.inl) fun z hz => ?_
    have h := shiftedForm_fullMatrix A C hD (z ∘ Sum.inl) (z ∘ Sum.inr)
    rw [Sum.elim_comp_inl_inr] at h
    have hp : 0 ≤ shiftedForm D w
        (((shifted D w)⁻¹ * Cᴴ) *ᵥ (z ∘ Sum.inl) + z ∘ Sum.inr) :=
      (Complex.le_def.1 (hD.posSemidef.dotProduct_mulVec_nonneg _)).1
    change shiftedForm (folded A C D w) 0 (z ∘ Sum.inl) < 0
    linarith
  · -- attach the optimal doubles amplitudes: the form is unchanged
    refine rootsBelow_le _ hH 0 w
      (fromRows 1 (-((shifted D w)⁻¹ * Cᴴ))).mulVecLin fun x hx => ?_
    have h0 : shiftedForm D w 0 = 0 := by simp [shiftedForm]
    rw [mulVecLin_apply, fromRows_mulVec, one_mulVec, shiftedForm_fullMatrix A C hD,
      neg_mulVec, add_neg_cancel, h0, add_zero]
    exact hx

/-- Certificate: let the full matrix be Hermitian and `D - w` positive definite. If the roots
found all lie below `w` and are at least as many as the negative eigenvalues of the folded
matrix, then every root below `w` has been found. -/
theorem no_root_missed {A : Matrix m m ℂ} {C : Matrix m n ℂ} {D : Matrix n n ℂ}
    (hH : (fullMatrix A C D).IsHermitian) {w : ℝ} (hD : (shifted D w).PosDef)
    (found : Finset (m ⊕ n)) (hfound : ∀ i ∈ found, hH.eigenvalues i < w)
    (hcount : rootsBelow (folded_isHermitian hH w) 0 ≤ found.card)
    (i : m ⊕ n) (hi : hH.eigenvalues i < w) : i ∈ found := by
  rw [← rootsBelow_eq_folded hH hD] at hcount
  have hsub : found ⊆ Finset.univ.filter fun i => hH.eigenvalues i < w :=
    fun j hj => Finset.mem_filter.2 ⟨Finset.mem_univ _, hfound j hj⟩
  rw [Finset.eq_of_subset_of_card_le hsub hcount]
  exact Finset.mem_filter.2 ⟨Finset.mem_univ _, hi⟩

/-- For a Hermitian full matrix and `D - w` positive definite, at most as many roots lie
below `w` as there are singles. -/
theorem rootsBelow_le_singles {A : Matrix m m ℂ} {C : Matrix m n ℂ} {D : Matrix n n ℂ}
    (hH : (fullMatrix A C D).IsHermitian) {w : ℝ} (hD : (shifted D w).PosDef) :
    rootsBelow hH w ≤ Fintype.card m := by
  rw [rootsBelow_eq_folded hH hD]
  exact Finset.card_le_univ _

end

end FoldedADC
```

```lean
#print axioms FoldedADC.folded_eigenproblem
#print axioms FoldedADC.rootsBelow_eq_folded
#print axioms FoldedADC.no_root_missed
#print axioms FoldedADC.rootsBelow_le_singles
```

```
'FoldedADC.folded_eigenproblem' depends on axioms: [propext, Classical.choice, Quot.sound]
'FoldedADC.rootsBelow_eq_folded' depends on axioms: [propext, Classical.choice, Quot.sound]
'FoldedADC.no_root_missed' depends on axioms: [propext, Classical.choice, Quot.sound]
'FoldedADC.rootsBelow_le_singles' depends on axioms: [propext, Classical.choice, Quot.sound]
```

## How the lemmas fit together

`shifted_fullMatrix` moves the shift into the diagonal blocks, and `folded_isHermitian` ensures that $F(w)$ has real eigenvalues to count. `folded_eigenproblem` is the elimination of the doubles: one direction multiplies the doubles equation by the inverse, the other substitutes back. The counting theorem does not use it.

`shiftedForm_eq_sum` obtains the weighted sum of squared amplitudes from the spectral theorem. In `rootsBelow_le`, the map `E` extends low amplitudes of `M` by zero. `F`, here a linear map and not the folded matrix, then forms the vector with `U`, applies `T`, changes to the eigenbasis of `N` with `Vᴴ` and keeps the low amplitudes. A nonzero vector in its kernel would give the contradiction between `h1`, carried through `hT`, and a sum of nonnegative terms. Comparing dimensions with `LinearMap.finrank_le_finrank_of_injective` yields the inequality.

`shiftedForm_fullMatrix` takes the completed square from Mathlib's `schur_complement_eq₂₂`. In `rootsBelow_eq_folded`, `le_antisymm` separates the two inequalities: `LinearMap.funLeft ℂ ℂ Sum.inl` is the projection, and the matrix built by `fromRows` is the lift.

For `no_root_missed`, the found indices form a subset of all low indices with at least as many elements, so the two sets agree. `rootsBelow_le_singles` follows because the folded matrix has only as many eigenvalues as there are singles.
